# Lyapunov exponent of a 2×2 unit-cell transfer matrix in a gap

Let $M$ be a real $2\times2$ matrix with $\det M=1$ and $|\operatorname{tr}M|>2$. For every norm $N$ on the $2\times2$ matrices,

$$\lim_{n\to\infty}\frac1n\log N(M^n)=\gamma,\qquad \gamma=\log\frac{|\operatorname{tr}M|+\sqrt{(\operatorname{tr}M)^2-4}}{2}.$$

Here $M$ carries a pair of wave amplitudes across one unit cell of a periodic chain at fixed energy. The condition $\det M=1$ expresses conservation of the Wronskian of two solutions at that energy. A Bloch wave with real phase $\theta$ per cell would give $\operatorname{tr}M=2\cos\theta$, so $|\operatorname{tr}M|>2$ places the energy outside the bands. All cells are identical: this is the Lyapunov exponent of a periodic system, not of a product of random matrices.

In Lean 4 with Mathlib:

```lean
import Mathlib

open Filter Topology Matrix

namespace GapLyapunov

noncomputable section
```

The exponent is defined by its closed formula, with $\gamma$ written `gapExponent M`. Its meaning as a growth rate comes from the theorems below.

```lean
/-- The logarithm of `(|tr M| + √((tr M)² - 4)) / 2` for a unit-cell transfer matrix `M`. -/
def gapExponent (M : Matrix (Fin 2) (Fin 2) ℝ) : ℝ :=
  Real.log ((|M.trace| + √(M.trace ^ 2 - 4)) / 2)
```

The example treated at the end is the monatomic chain with site energy $\varepsilon$, nearest-neighbour hopping $h$ and energy $E$. Its transfer matrix is

$$\begin{pmatrix}(E-\varepsilon)/h&-1\\1&0\end{pmatrix}.$$

```lean
/-- The transfer matrix of a chain with site energy `ε` and hopping `h` at energy `E`. -/
def chainTransfer (E ε h : ℝ) : Matrix (Fin 2) (Fin 2) ℝ :=
  !![(E - ε) / h, -1; 1, 0]
```

## The growing multiplier

Write $t=\operatorname{tr}M$ and $s=\sqrt{t^2-4}$. The eigenvalues of $M$ have sum $t$ and product 1, so they are $(t\pm s)/2$; indeed

$$\frac{t+s}{2}\cdot\frac{t-s}{2}=\frac{t^2-s^2}{4}=1.$$

Let $x$ be the one of larger modulus: $(t+s)/2$ for $t>2$, and $(t-s)/2$ for $t<-2$. In both cases $|x|=(|t|+s)/2>1$, $x+x^{-1}=t$ and $\log|x|=\gamma$. The proof splits on the sign of $t$ in the same way; besides $|t|>2$ it uses $s\ge0$ and $s^2=t^2-4$.

```lean
/-- If `|tr M| > 2`, there is a real number `x` with `|x| > 1` and `x + 1/x = tr M`, and the
logarithm of its modulus is `gapExponent M`. -/
theorem exists_multiplier (M : Matrix (Fin 2) (Fin 2) ℝ) (ht : 2 < |M.trace|) :
    ∃ x : ℝ, 1 < |x| ∧ x + x⁻¹ = M.trace ∧ Real.log |x| = gapExponent M := by
  unfold gapExponent
  generalize M.trace = t at ht ⊢
  have h4 : 0 ≤ t ^ 2 - 4 := by nlinarith [sq_abs t]
  have hs := Real.sq_sqrt h4
  have hs0 := Real.sqrt_nonneg (t ^ 2 - 4)
  generalize √(t ^ 2 - 4) = s at hs hs0 ⊢
  rcases le_total 0 t with h | h
  · rw [abs_of_nonneg h] at ht ⊢
    have hp : 0 < (t + s) / 2 := by linarith
    have hi : ((t + s) / 2)⁻¹ = (t - s) / 2 :=
      inv_eq_of_mul_eq_one_right (by linear_combination (-1 / 4 : ℝ) * hs)
    refine ⟨(t + s) / 2, ?_, ?_, ?_⟩
    · rw [abs_of_pos hp]; linarith
    · rw [hi]; ring
    · rw [abs_of_pos hp]
  · rw [abs_of_nonpos h] at ht ⊢
    have hp : (t - s) / 2 < 0 := by linarith
    have hi : ((t - s) / 2)⁻¹ = (t + s) / 2 :=
      inv_eq_of_mul_eq_one_right (by linear_combination (-1 / 4 : ℝ) * hs)
    have ha : |(t - s) / 2| = (-t + s) / 2 := by rw [abs_of_neg hp]; ring
    refine ⟨(t - s) / 2, ?_, ?_, ?_⟩
    · rw [ha]; linarith
    · rw [hi]; ring
    · rw [ha]
```

## Powers of the transfer matrix

Let $y+z=\operatorname{tr}M$ and $yz=1$. The Cayley–Hamilton identity for determinant 1 is $M^2=(\operatorname{tr}M)M-1$. Therefore

$$M(M-z)=(y+z)M-1-zM=yM-yz=y(M-z),$$

and by induction $M^n(M-z)=y^n(M-z)$. In the code, `hCH` is the Cayley–Hamilton identity, checked entry by entry, `h1` is the displayed line, and the induction follows.

```lean
/-- If `y + z = tr M` and `y z = det M = 1`, then `n` cells multiply the columns of
`M - z` by `y ^ n`. -/
theorem pow_mul_sub (M : Matrix (Fin 2) (Fin 2) ℝ) (hdet : M.det = 1) (y z : ℝ)
    (hsum : y + z = M.trace) (hprod : y * z = 1) (n : ℕ) :
    M ^ n * (M - z • 1) = y ^ n • (M - z • 1) := by
  -- Cayley-Hamilton for determinant one
  have hCH : M * M = M.trace • M - 1 := by
    rw [Matrix.det_fin_two] at hdet
    ext i j
    fin_cases i <;> fin_cases j <;>
      simp [Matrix.mul_apply, Matrix.trace_fin_two, Fin.sum_univ_two] <;>
      first
        | linear_combination (-1 : ℝ) * hdet
        | linear_combination (0 : ℝ) * hdet
  have h1 : M * (M - z • 1) = y • (M - z • 1) := by
    rw [mul_sub, hCH, ← hsum, mul_smul_comm, mul_one, smul_sub, smul_smul, hprod, one_smul]
    module
  induction n with
  | zero => simp
  | succ n ih => rw [pow_succ, mul_assoc, h1, mul_smul_comm, ih, smul_smul, pow_succ']
```

If $y\neq z$, subtracting $M-y$ from $M-z$ leaves $(y-z)$ times the identity. Division by $y-z$ gives

$$1=\frac{M-z}{y-z}+\frac{M-y}{z-y}.$$

This is `hone`. Multiplying by $M^n$ and applying the previous result to each term, with $y$ and $z$ exchanged in the second, yields

$$M^n=y^n\,\frac{M-z}{y-z}+z^n\,\frac{M-y}{z-y}.$$

```lean
/-- If `det M = 1` and `y ≠ z` are real numbers with `y + z = tr M` and `y z = 1`, then `M ^ n` is a
sum of two fixed matrices weighted by `y ^ n` and `z ^ n`. -/
theorem pow_eq (M : Matrix (Fin 2) (Fin 2) ℝ) (hdet : M.det = 1) (y z : ℝ)
    (hsum : y + z = M.trace) (hprod : y * z = 1) (hne : y ≠ z) (n : ℕ) :
    M ^ n = y ^ n • ((y - z)⁻¹ • (M - z • 1)) + z ^ n • ((z - y)⁻¹ • (M - y • 1)) := by
  have hA := pow_mul_sub M hdet y z hsum hprod n
  have hB := pow_mul_sub M hdet z y (by linarith) (by linarith) n
  have hd : y - z ≠ 0 := sub_ne_zero.2 hne
  have hi : (z - y)⁻¹ = -(y - z)⁻¹ := by rw [← neg_sub y z, inv_neg]
  have hdiff : (M - z • 1) - (M - y • 1) = (y - z) • (1 : Matrix (Fin 2) (Fin 2) ℝ) := by
    module
  -- the two weights resolve the identity
  have hone : (y - z)⁻¹ • (M - z • 1) + (z - y)⁻¹ • (M - y • 1) = 1 := by
    rw [hi, neg_smul, ← sub_eq_add_neg, ← smul_sub, hdiff, smul_smul, inv_mul_cancel₀ hd,
      one_smul]
  calc M ^ n = M ^ n * ((y - z)⁻¹ • (M - z • 1) + (z - y)⁻¹ • (M - y • 1)) := by
        rw [hone, mul_one]
    _ = _ := by
        rw [mul_add, mul_smul_comm, mul_smul_comm, hA, hB, smul_comm (y ^ n),
          smul_comm (z ^ n)]
```

The first coefficient matrix must not vanish, or there would be no growth. If $M=z\cdot1$, then $\operatorname{tr}M=2z$; since also $\operatorname{tr}M=y+z$, this forces $y=z$. The proof reads the same contradiction off the two diagonal entries.

```lean
/-- A matrix whose trace is `y + z` with `y ≠ z` differs from `z` times the identity. -/
theorem sub_smul_one_ne_zero (M : Matrix (Fin 2) (Fin 2) ℝ) (y z : ℝ)
    (hsum : y + z = M.trace) (hne : y ≠ z) : M - z • 1 ≠ 0 := by
  intro h
  have h0 := congrFun (congrFun h 0) 0
  have h1 := congrFun (congrFun h 1) 1
  simp at h0 h1
  rw [Matrix.trace_fin_two] at hsum
  exact hne (by linarith)
```

## Growth rate of a superposition

Take vectors $a,b$ in any real vector space, a seminorm $N$ with $N(a)\neq0$, and $|x|>1$. Extract the growing factor:

$$x^na+x^{-n}b=x^n\left(a+x^{-2n}b\right).$$

The triangle inequality bounds the bracket on both sides,

$$N(a)-x^{-2n}N(b)\le N(a+x^{-2n}b)\le N(a)+x^{-2n}N(b),$$

so its size tends to $N(a)$. Hence, for large $n$,

$$\frac1n\log N(x^na+x^{-n}b)=\log|x|+\frac1n\log N(a+x^{-2n}b)\longrightarrow\log|x|,$$

because the last logarithm converges to the finite number $\log N(a)$. The squeeze is `hr`, and `hfac` is the factorisation. The final `filter_upwards` restricts to those $n>0$ for which the bracket has nonzero size, where the logarithm of the product may be split.

```lean
/-- A superposition of a growing part `x ^ n a` and a decaying part `x ^ (-n) b` grows at the
exponential rate `log |x|`, provided `a` has nonzero size. -/
theorem growth_rate {V : Type*} [AddCommGroup V] [Module ℝ V] (N : Seminorm ℝ V) (a b : V)
    (x : ℝ) (hx : 1 < |x|) (ha : N a ≠ 0) :
    Tendsto (fun n : ℕ => Real.log (N (x ^ n • a + x⁻¹ ^ n • b)) / n) atTop
      (𝓝 (Real.log |x|)) := by
  have hx0 : x ≠ 0 := abs_pos.1 (by linarith)
  have hlt : x⁻¹ ^ 2 < 1 := by
    rw [inv_pow]
    exact inv_lt_one_of_one_lt₀ (by nlinarith [sq_abs x])
  have hq : Tendsto (fun n : ℕ => (x⁻¹ ^ 2) ^ n * N b) atTop (𝓝 0) := by
    have h := (tendsto_pow_atTop_nhds_zero_of_lt_one (sq_nonneg x⁻¹) hlt).mul_const (N b)
    rwa [zero_mul] at h
  have hsm : ∀ n : ℕ, N ((x⁻¹ ^ 2) ^ n • b) = (x⁻¹ ^ 2) ^ n * N b := fun n => by
    rw [map_smul_eq_mul, Real.norm_of_nonneg (by positivity)]
  -- after removing the factor x ^ n only the growing part survives
  have hr : Tendsto (fun n : ℕ => N (a + (x⁻¹ ^ 2) ^ n • b)) atTop (𝓝 (N a)) := by
    have hlo := hq.const_sub (N a)
    have hup := hq.const_add (N a)
    rw [sub_zero] at hlo
    rw [add_zero] at hup
    refine tendsto_of_tendsto_of_tendsto_of_le_of_le hlo hup (fun n => ?_) (fun n => ?_)
    · have h := map_sub_le_add N (a + (x⁻¹ ^ 2) ^ n • b) ((x⁻¹ ^ 2) ^ n • b)
      rw [add_sub_cancel_right, hsm] at h
      exact sub_le_iff_le_add.2 h
    · have h := map_add_le_add N a ((x⁻¹ ^ 2) ^ n • b)
      rw [hsm] at h
      exact h
  have hl := ((hr.log ha).div_atTop
    (tendsto_natCast_atTop_atTop (R := ℝ))).const_add (Real.log |x|)
  rw [add_zero] at hl
  refine hl.congr' ?_
  filter_upwards [hr.eventually_ne ha, eventually_gt_atTop 0] with n hn hn0
  have hnn : (n : ℝ) ≠ 0 := Nat.cast_ne_zero.2 hn0.ne'
  have hxn : |x| ^ n ≠ 0 := pow_ne_zero _ (abs_ne_zero.2 hx0)
  have hc : x ^ n * (x⁻¹ ^ 2) ^ n = x⁻¹ ^ n := by
    rw [← mul_pow, pow_two, ← mul_assoc, mul_inv_cancel₀ hx0, one_mul]
  have hfac : x ^ n • a + x⁻¹ ^ n • b = x ^ n • (a + (x⁻¹ ^ 2) ^ n • b) := by
    rw [smul_add, smul_smul, hc]
  rw [hfac, map_smul_eq_mul, norm_pow, Real.norm_eq_abs, Real.log_mul hxn hn, Real.log_pow,
    add_div, mul_div_cancel_left₀ _ hnn]
```

## The limit in every matrix norm

Set $y=x$ and $z=x^{-1}$. These differ because $|x|>1>|x^{-1}|$, so

$$M^n=x^n\,\frac{M-x^{-1}}{x-x^{-1}}+x^{-n}\,\frac{M-x}{x^{-1}-x},$$

with a nonzero first coefficient. The growth lemma then gives the rate $\log|x|=\gamma$.

In the statement, `N` is a `Seminorm`, and `hN` says that it vanishes only on the zero matrix; together they make `N` a norm. It need not be submultiplicative. `Tendsto … atTop (𝓝 (gapExponent M))` is the limit as the number of cells goes to infinity.

```lean
/-- **Lyapunov exponent in a gap.** If `det M = 1` and `|tr M| > 2`, then in every matrix norm
`(1/n) log ‖M ^ n‖` converges to `log ((|tr M| + √((tr M)² - 4)) / 2)`. -/
theorem lyapunov_exponent_gap (N : Seminorm ℝ (Matrix (Fin 2) (Fin 2) ℝ))
    (hN : ∀ A, N A = 0 → A = 0) (M : Matrix (Fin 2) (Fin 2) ℝ) (hdet : M.det = 1)
    (ht : 2 < |M.trace|) :
    Tendsto (fun n : ℕ => Real.log (N (M ^ n)) / n) atTop (𝓝 (gapExponent M)) := by
  obtain ⟨x, hx, hsum, hlog⟩ := exists_multiplier M ht
  have hx0 : x ≠ 0 := abs_pos.1 (by linarith)
  have hne : x ≠ x⁻¹ := fun h => by
    have h1 : |x| < 1 := by
      rw [h, abs_inv]
      exact inv_lt_one_of_one_lt₀ hx
    linarith
  -- the growing part of M ^ n does not vanish
  have ha : N ((x - x⁻¹)⁻¹ • (M - x⁻¹ • 1)) ≠ 0 := fun h =>
    smul_ne_zero (inv_ne_zero (sub_ne_zero.2 hne))
      (sub_smul_one_ne_zero M x x⁻¹ hsum hne) (hN _ h)
  rw [← hlog]
  refine (growth_rate N _ ((x⁻¹ - x)⁻¹ • (M - x • 1)) x hx ha).congr fun n => ?_
  rw [← pow_eq M hdet x x⁻¹ hsum (mul_inv_cancel₀ hx0) hne n]
```

The exponent has a hyperbolic form. Since $e^\gamma=|x|$, and $x$ and $x^{-1}$ have the same sign,

$$2\cosh\gamma=|x|+|x|^{-1}=|x+x^{-1}|=|\operatorname{tr}M|.$$

Positivity of $\gamma$ follows from $|x|>1$.

```lean
/-- If `|tr M| > 2`, then `γ = gapExponent M` is positive and satisfies `2 cosh γ = |tr M|`. -/
theorem two_cosh_gapExponent (M : Matrix (Fin 2) (Fin 2) ℝ) (ht : 2 < |M.trace|) :
    0 < gapExponent M ∧ 2 * Real.cosh (gapExponent M) = |M.trace| := by
  obtain ⟨x, hx, hsum, hlog⟩ := exists_multiplier M ht
  have hp : 0 < |x| := by linarith
  rw [← hlog, ← hsum]
  refine ⟨Real.log_pos hx, ?_⟩
  rw [Real.cosh_eq, Real.exp_neg, Real.exp_log hp]
  rcases lt_or_gt_of_ne (abs_pos.1 hp) with h | h
  · have hi : x⁻¹ < 0 := inv_lt_zero.2 h
    rw [abs_of_neg h, abs_of_neg (by linarith : x + x⁻¹ < 0), inv_neg]
    ring
  · have hi : 0 < x⁻¹ := inv_pos.2 h
    rw [abs_of_pos h, abs_of_pos (by linarith : 0 < x + x⁻¹)]
    ring
```

## The same exponent as an inverse decay length

Exchange the roles of the multipliers: with $y=x^{-1}$ and $z=x$,

$$M^n(M-x)=x^{-n}(M-x).$$

The matrix $M-x$ is nonzero, so some $w$ gives $v=(M-x)w\neq0$. For this amplitude vector $M^nv=x^{-n}v$, and for every seminorm $N$ on amplitude vectors

$$N(M^nv)=|x|^{-n}N(v)=e^{-n\gamma}N(v).$$

Thus $1/\gamma$ is a decay length measured in unit cells. To find $w$, the proof notes that a matrix annihilating every basis vector has only zero entries. The statement concerns one special direction; a generic initial vector also has a growing component.

```lean
/-- In a gap some nonzero amplitude vector shrinks by exactly `exp (-n γ)` over `n` cells, in
every seminorm, where `γ` is the gap exponent. -/
theorem exists_evanescent (M : Matrix (Fin 2) (Fin 2) ℝ) (hdet : M.det = 1)
    (ht : 2 < |M.trace|) :
    ∃ v : Fin 2 → ℝ, v ≠ 0 ∧ ∀ (N : Seminorm ℝ (Fin 2 → ℝ)) (n : ℕ),
      N ((M ^ n) *ᵥ v) = Real.exp (-(n * gapExponent M)) * N v := by
  obtain ⟨x, hx, hsum, hlog⟩ := exists_multiplier M ht
  have hp : 0 < |x| := by linarith
  have hx0 : x ≠ 0 := abs_pos.1 hp
  have hne : x⁻¹ ≠ x := fun h => by
    have h1 : |x| < 1 := by
      rw [← h, abs_inv]
      exact inv_lt_one_of_one_lt₀ hx
    linarith
  have hB := sub_smul_one_ne_zero M x⁻¹ x (by linarith) hne
  have hpow := pow_mul_sub M hdet x⁻¹ x (by linarith) (inv_mul_cancel₀ hx0)
  generalize M - x • 1 = B at hB hpow
  -- any nonzero vector in the range of M - x decays
  obtain ⟨w, hw⟩ : ∃ w, B *ᵥ w ≠ 0 := by
    by_contra hcon
    apply hB
    ext i j
    have h0 : B *ᵥ (Pi.single j 1) = 0 := by
      by_contra h1
      exact hcon ⟨_, h1⟩
    have h2 := congrFun h0 i
    simpa [Matrix.mulVec, dotProduct, Pi.single_apply] using h2
  refine ⟨B *ᵥ w, hw, fun N n => ?_⟩
  rw [Matrix.mulVec_mulVec, hpow, Matrix.smul_mulVec, map_smul_eq_mul, ← hlog, Real.exp_neg,
    Real.exp_nat_mul, Real.exp_log hp, norm_pow, norm_inv, Real.norm_eq_abs, inv_pow]
```

## The monatomic tight-binding chain

Let $a$, $b$, $c$ be the amplitudes on three consecutive sites. The equation at the middle site is

$$hc+\varepsilon b+ha=Eb.$$

For $h\neq0$ it is equivalent to $c=\frac{E-\varepsilon}{h}\,b-a$. Together with the trivial row $b=b$, this says that the transfer matrix sends $(b,a)$ to $(c,b)$. The vector lists the newer site first.

```lean
/-- For `h ≠ 0`, the tight-binding equation at a site with amplitude `b` and neighbours `a` and `c`
is equivalent to one step of the chain's transfer matrix. -/
theorem chain_equation_iff (E ε h a b c : ℝ) (hh : h ≠ 0) :
    h * c + ε * b + h * a = E * b ↔ chainTransfer E ε h *ᵥ ![b, a] = ![c, b] := by
  have e : h * ((E - ε) / h) = E - ε := by field_simp
  have hv : chainTransfer E ε h *ᵥ ![b, a] = ![(E - ε) / h * b - a, b] := by
    ext i
    fin_cases i <;>
      simp [chainTransfer, Matrix.mulVec, dotProduct, Fin.sum_univ_two]
    ring
  rw [hv]
  constructor
  · intro H
    have h0 : (E - ε) / h * b - a = c :=
      mul_left_cancel₀ hh (by linear_combination b * e - H)
    rw [h0]
  · intro H
    have h0 : (E - ε) / h * b - a = c := congrFun H 0
    linear_combination b * e - h * h0
```

This matrix has determinant 1 and trace $(E-\varepsilon)/h$, so the gap condition becomes $|E-\varepsilon|>2|h|$. Multiplying the hyperbolic relation by $|h|$ gives

$$2|h|\cosh\gamma=|E-\varepsilon|.$$

For this chain the determinant condition is computed rather than assumed. There is only one band, so the "gap" is the region above or below it. The result gives the spatial decay of evanescent states in a non-interacting, periodic chain with one orbital per site and nearest-neighbour hopping; a chain with several orbitals per site generally needs larger transfer matrices.

```lean
/-- For a chain with hopping `h ≠ 0` at an energy with `|E - ε| > 2 |h|`, the Lyapunov exponent is a
positive `γ` with `2 |h| cosh γ = |E - ε|`. -/
theorem chain_lyapunov (N : Seminorm ℝ (Matrix (Fin 2) (Fin 2) ℝ))
    (hN : ∀ A, N A = 0 → A = 0) (E ε h : ℝ) (hh : h ≠ 0) (hE : 2 * |h| < |E - ε|) :
    ∃ γ : ℝ, 0 < γ ∧ 2 * |h| * Real.cosh γ = |E - ε| ∧
      Tendsto (fun n : ℕ => Real.log (N (chainTransfer E ε h ^ n)) / n) atTop (𝓝 γ) := by
  have htr : (chainTransfer E ε h).trace = (E - ε) / h := by
    simp [chainTransfer, Matrix.trace_fin_two]
  have hdet : (chainTransfer E ε h).det = 1 := by
    simp [chainTransfer, Matrix.det_fin_two]
  have ht : 2 < |(chainTransfer E ε h).trace| := by
    rw [htr, abs_div, lt_div_iff₀ (abs_pos.2 hh)]
    exact hE
  obtain ⟨hpos, hcosh⟩ := two_cosh_gapExponent _ ht
  rw [htr, abs_div, eq_div_iff (abs_ne_zero.2 hh)] at hcosh
  exact ⟨_, hpos, by linarith, lyapunov_exponent_gap N hN _ hdet ht⟩

end

end GapLyapunov
```

```lean
#print axioms GapLyapunov.lyapunov_exponent_gap
-- 'GapLyapunov.lyapunov_exponent_gap' depends on axioms: [propext, Classical.choice, Quot.sound]
#print axioms GapLyapunov.exists_evanescent
-- 'GapLyapunov.exists_evanescent' depends on axioms: [propext, Classical.choice, Quot.sound]
#print axioms GapLyapunov.chain_equation_iff
-- 'GapLyapunov.chain_equation_iff' depends on axioms: [propext, Classical.choice, Quot.sound]
#print axioms GapLyapunov.chain_lyapunov
-- 'GapLyapunov.chain_lyapunov' depends on axioms: [propext, Classical.choice, Quot.sound]
```

## Numbers for $E-\varepsilon=3h$

Here the trace is 3, and $\gamma=\log\frac{3+\sqrt5}{2}\approx0.9624$. The first powers are

$$M=\begin{pmatrix}3&-1\\1&0\end{pmatrix},\quad M^2=\begin{pmatrix}8&-3\\3&-1\end{pmatrix},\quad M^3=\begin{pmatrix}21&-8\\8&-3\end{pmatrix}.$$

Take the largest absolute entry as the norm. It equals 144 for $M^5$ and 17711 for $M^{10}$, so $\frac1n\log N(M^n)$ is about 0.994 at $n=5$ and 0.978 at $n=10$. The excess over $\gamma$ falls off as $1/n$, as the growth lemma's remainder suggests.

The decaying vector is $v=(x^{-1},1)\approx(0.382,1)$, with $x^{-1}=\frac{3-\sqrt5}{2}$. One step gives $Mv=(3x^{-1}-1,\,x^{-1})\approx(0.146,0.382)$, which is $x^{-1}v$: the amplitude falls by a factor of about 2.618 per cell, and the decay length is $1/\gamma\approx1.04$ cells.
